# For an unrestricted single determinant, an atom's free valence is its intra-atomic spin exchange sum

Let $P^a$ and $P^b$ be the spin-up and spin-down density matrices in a finite atomic-orbital basis with overlap matrix $S$. Put $P=P^a+P^b$ and $P^s=P^a-P^b$. Each basis function $m$ belongs to one atom, and $m\in A$ means that it is centred on $A$. For a matrix $X$, define the exchange sum

$$E_{AB}(X)=\sum_{m\in A}\sum_{n\in B}X_{mn}X_{nm}.$$

The gross (Mulliken) population, Mayer valence, open-shell bond order and free valence are

$$Q_A=\sum_{m\in A}(PS)_{mm},\qquad V_A=2Q_A-E_{AA}(PS),$$
$$B_{AB}=E_{AB}(PS)+E_{AB}(P^sS),\qquad F_A=V_A-\sum_{B\ne A}B_{AB}.$$

If $P^aS$ and $P^bS$ are idempotent, then

$$F_A=E_{AA}(P^sS).$$

For a closed-shell single determinant $P^s=0$, so the free valence vanishes and the valence equals the sum of the bond orders to the other atoms.

## A consistency check for population analysis

A code that prints valences and bond orders can evaluate both sides of the identity for an unrestricted single determinant. Idempotency expresses orthonormal spin orbitals with occupations zero or one. Fractional occupations or a correlated density matrix generally violate it, so a mismatch there need not be a programming error.

## Cross terms cancel, and idempotency does the rest

Summing over all partner atoms removes the restriction on $n$:

$$\sum_B E_{AB}(X)=\sum_{m\in A}(X^2)_{mm}.$$

Write $U=P^aS$ and $W=P^bS$. The mixed products cancel in

$$(U+W)_{mn}(U+W)_{nm}+(U-W)_{mn}(U-W)_{nm}=2U_{mn}U_{nm}+2W_{mn}W_{nm},$$

so $B_{AB}=2E_{AB}(U)+2E_{AB}(W)$. With $U^2=U$ and $W^2=W$,

$$\sum_B B_{AB}=2\sum_{m\in A}(U+W)_{mm}=2Q_A.$$

This sum includes $B=A$. Separating that term gives

$$F_A=2Q_A-E_{AA}(PS)-(2Q_A-B_{AA})=E_{AA}(P^sS).$$

Suppose the closed-shell bond order $E_{AB}(PS)$ is kept in an open-shell calculation. The valence minus the sum of these bond orders is then $\sum_B E_{AB}(P^sS)$ over all atoms, not the intra-atomic term alone.

The smallest case is one atom with one normalised orbital. A single electron gives $V_A=F_A=2-1=1$; a doubly occupied orbital gives $4-4=0$.

In an orthonormal real basis with symmetric densities, the identity becomes

$$F_A=\sum_{m,n\in A}(P^a_{mn}-P^b_{mn})^2\ge 0,$$

which is zero exactly when the two densities agree on the atom's block.

In Lean 4 with Mathlib:

```lean
import Mathlib

open Finset

namespace MayerFreeValence

variable {ι κ R : Type*} [Fintype ι] [Fintype κ] [DecidableEq κ] [CommRing R]

/-- The exchange sum of a matrix `X` between atoms `A` and `B`: the sum of `X m n * X n m` over
basis functions `m` on `A` and `n` on `B`. The map `atom` assigns basis functions to atoms. -/
def exchange (atom : ι → κ) (X : Matrix ι ι R) (A B : κ) : R :=
  ∑ m with atom m = A, ∑ n with atom n = B, X m n * X n m

/-- The gross (Mulliken) electron population of atom `A` for density matrix `P` and
overlap matrix `S`. -/
def grossPopulation (atom : ι → κ) (P S : Matrix ι ι R) (A : κ) : R :=
  ∑ m with atom m = A, (P * S) m m

/-- The Mayer valence of atom `A`: twice its gross population minus the exchange sum of `P S`
within the atom. -/
def valence (atom : ι → κ) (P S : Matrix ι ι R) (A : κ) : R :=
  2 * grossPopulation atom P S A - exchange atom (P * S) A A

/-- The open-shell Mayer bond order between `A` and `B`, with a contribution from the total
density `Pa + Pb` and one from the spin density `Pa - Pb`. -/
def bondOrder (atom : ι → κ) (Pa Pb S : Matrix ι ι R) (A B : κ) : R :=
  exchange atom ((Pa + Pb) * S) A B + exchange atom ((Pa - Pb) * S) A B

/-- The free valence of atom `A`: its valence minus its bond orders to all other atoms. -/
def freeValence (atom : ι → κ) (Pa Pb S : Matrix ι ι R) (A : κ) : R :=
  valence atom (Pa + Pb) S A - ∑ B ∈ univ.erase A, bondOrder atom Pa Pb S A B

/-- Summed over all partner atoms, the exchange sum of `X` is the part of the trace of `X * X`
that belongs to atom `A`. -/
theorem sum_exchange (atom : ι → κ) (X : Matrix ι ι R) (A : κ) :
    ∑ B, exchange atom X A B = ∑ m with atom m = A, (X * X) m m := by
  unfold exchange
  rw [Finset.sum_comm]
  apply Finset.sum_congr rfl
  intro m _
  rw [Matrix.mul_apply]
  exact Finset.sum_fiberwise univ atom (fun n => X m n * X n m)

omit [Fintype κ] in
/-- The open-shell bond order is twice the sum of the spin-up and spin-down exchange sums. -/
theorem bondOrder_eq_spin_sum (atom : ι → κ) (Pa Pb S : Matrix ι ι R) (A B : κ) :
    bondOrder atom Pa Pb S A B
      = 2 * (exchange atom (Pa * S) A B + exchange atom (Pb * S) A B) := by
  simp only [bondOrder, exchange, Matrix.add_mul, Matrix.sub_mul, Matrix.add_apply,
    Matrix.sub_apply, ← Finset.sum_add_distrib, Finset.mul_sum]
  apply Finset.sum_congr rfl
  intro m _
  apply Finset.sum_congr rfl
  intro n _
  ring

/-- For idempotent `Pa S` and `Pb S`, the bond-order expression summed over all atoms `B`, including
`A` itself, is twice the gross population of `A`. -/
theorem sum_bondOrder (atom : ι → κ) {Pa Pb S : Matrix ι ι R}
    (ha : IsIdempotentElem (Pa * S)) (hb : IsIdempotentElem (Pb * S)) (A : κ) :
    ∑ B, bondOrder atom Pa Pb S A B = 2 * grossPopulation atom (Pa + Pb) S A := by
  simp_rw [bondOrder_eq_spin_sum]
  rw [← Finset.mul_sum, Finset.sum_add_distrib, sum_exchange, sum_exchange, ha.eq, hb.eq]
  simp only [grossPopulation, Matrix.add_mul, Matrix.add_apply, Finset.sum_add_distrib]

/-- Valence sum rule: for idempotent `Pa S` and `Pb S`, the free valence of an atom is the
exchange sum of the spin density `(Pa - Pb) S` within that atom. -/
theorem freeValence_eq_spin_exchange (atom : ι → κ) {Pa Pb S : Matrix ι ι R}
    (ha : IsIdempotentElem (Pa * S)) (hb : IsIdempotentElem (Pb * S)) (A : κ) :
    freeValence atom Pa Pb S A = exchange atom ((Pa - Pb) * S) A A := by
  have h := sum_bondOrder atom ha hb A
  -- separate the intra-atomic term from the bonds to other atoms
  have e : bondOrder atom Pa Pb S A A + ∑ B ∈ univ.erase A, bondOrder atom Pa Pb S A B
      = ∑ B, bondOrder atom Pa Pb S A B :=
    Finset.add_sum_erase univ (fun B => bondOrder atom Pa Pb S A B) (mem_univ A)
  have d : bondOrder atom Pa Pb S A A
      = exchange atom ((Pa + Pb) * S) A A + exchange atom ((Pa - Pb) * S) A A := rfl
  unfold freeValence valence
  linear_combination d - e - h

/-- Closed shells: when both spins share the density matrix `D`, the valence of an atom equals
the sum over all other atoms of the exchange sums of the total density. -/
theorem closedShell_valence (atom : ι → κ) {D S : Matrix ι ι R}
    (hD : IsIdempotentElem (D * S)) (A : κ) :
    valence atom (D + D) S A = ∑ B ∈ univ.erase A, exchange atom ((D + D) * S) A B := by
  have h := freeValence_eq_spin_exchange atom hD hD A
  -- the spin density vanishes, and with it every spin contribution
  have z : ∀ B, exchange atom ((D - D) * S) A B = 0 := by
    intro B
    simp [exchange]
  simp only [freeValence, bondOrder, z, add_zero] at h
  exact sub_eq_zero.mp h

/-- In an orthonormal real basis, if `Pa` and `Pb` are symmetric and idempotent, the free valence of
an atom is nonnegative, and it is zero exactly when the spin-up and spin-down density matrices agree
on the basis functions of that atom. -/
theorem freeValence_orthonormal [DecidableEq ι] (atom : ι → κ) {Pa Pb : Matrix ι ι ℝ}
    (ha : IsIdempotentElem Pa) (hb : IsIdempotentElem Pb)
    (hsa : Pa.IsSymm) (hsb : Pb.IsSymm) (A : κ) :
    0 ≤ freeValence atom Pa Pb 1 A ∧
      (freeValence atom Pa Pb 1 A = 0 ↔
        ∀ m n, atom m = A → atom n = A → Pa m n = Pb m n) := by
  -- the free valence is a sum of squares of spin-density elements
  have key : freeValence atom Pa Pb 1 A
      = ∑ m with atom m = A, ∑ n with atom n = A, (Pa m n - Pb m n) ^ 2 := by
    rw [freeValence_eq_spin_exchange atom (by rwa [mul_one]) (by rwa [mul_one]) A, mul_one]
    unfold exchange
    apply Finset.sum_congr rfl
    intro m _
    apply Finset.sum_congr rfl
    intro n _
    simp only [Matrix.sub_apply]
    rw [hsa.apply m n, hsb.apply m n]
    ring
  have nn : ∀ m ∈ univ.filter (fun m => atom m = A),
      0 ≤ ∑ n with atom n = A, (Pa m n - Pb m n) ^ 2 :=
    fun m _ => Finset.sum_nonneg fun n _ => sq_nonneg _
  rw [key]
  refine ⟨Finset.sum_nonneg nn, ?_, ?_⟩
  · intro h m n hm hn
    have h1 := (Finset.sum_eq_zero_iff_of_nonneg nn).1 h m (by simp [hm])
    have nn' : ∀ k ∈ univ.filter (fun k => atom k = A), 0 ≤ (Pa m k - Pb m k) ^ 2 :=
      fun k _ => sq_nonneg _
    have h2 := (Finset.sum_eq_zero_iff_of_nonneg nn').1 h1 n (by simp [hn])
    exact sub_eq_zero.mp (pow_eq_zero_iff two_ne_zero |>.mp h2)
  · intro h
    apply Finset.sum_eq_zero
    intro m hm
    apply Finset.sum_eq_zero
    intro n hn
    rw [h m n (Finset.mem_filter.mp hm).2 (Finset.mem_filter.mp hn).2]
    ring

/-- The density matrix of one spin-up electron in the orbital of the first atom. -/
def pairUp : Matrix (Fin 2) (Fin 2) ℝ := !![1, 0; 0, 0]

/-- The density matrix of one spin-down electron in the orbital of the second atom. -/
def pairDown : Matrix (Fin 2) (Fin 2) ℝ := !![0, 0; 0, 1]

/-- The overlap matrix of two normalised atomic orbitals with mutual overlap `s`. -/
def pairOverlap (s : ℝ) : Matrix (Fin 2) (Fin 2) ℝ := !![1, s; s, 1]

/-- Two electrons of opposite spin, each in the orbital of its own atom, meet the idempotency
conditions; for every overlap `s` their bond order is zero and the first atom has free
valence one. -/
theorem freeValence_witness (s : ℝ) :
    IsIdempotentElem (pairUp * pairOverlap s) ∧
    IsIdempotentElem (pairDown * pairOverlap s) ∧
    bondOrder id pairUp pairDown (pairOverlap s) 0 1 = 0 ∧
    freeValence id pairUp pairDown (pairOverlap s) 0 = 1 := by
  have ha : IsIdempotentElem (pairUp * pairOverlap s) := by
    unfold IsIdempotentElem
    ext i j
    fin_cases i <;> fin_cases j <;>
      simp [pairUp, pairOverlap, Matrix.mul_apply, Fin.sum_univ_two]
  have hb : IsIdempotentElem (pairDown * pairOverlap s) := by
    unfold IsIdempotentElem
    ext i j
    fin_cases i <;> fin_cases j <;>
      simp [pairDown, pairOverlap, Matrix.mul_apply, Fin.sum_univ_two]
  refine ⟨ha, hb, ?_, ?_⟩
  · simp [bondOrder, exchange, Finset.sum_filter, pairUp, pairDown, pairOverlap,
      Matrix.mul_apply, Fin.sum_univ_two]
  · rw [freeValence_eq_spin_exchange id ha hb 0]
    simp [exchange, Finset.sum_filter, pairUp, pairDown, pairOverlap,
      Matrix.mul_apply, Fin.sum_univ_two]

end MayerFreeValence
```

```lean
#print axioms MayerFreeValence.freeValence_eq_spin_exchange
#print axioms MayerFreeValence.closedShell_valence
#print axioms MayerFreeValence.freeValence_orthonormal
```

```
'MayerFreeValence.freeValence_eq_spin_exchange' depends on axioms: [propext, Classical.choice, Quot.sound]
'MayerFreeValence.closedShell_valence' depends on axioms: [propext, Classical.choice, Quot.sound]
'MayerFreeValence.freeValence_orthonormal' depends on axioms: [propext, Classical.choice, Quot.sound]
```

## Any overlap matrix, but only idempotent densities

In `freeValence_eq_spin_exchange`, `ι` indexes basis functions, `κ` indexes atoms, and `atom` assigns one to the other. `Pa`, `Pb` and `S` are $P^a$, $P^b$ and $S$. Their entries lie in a commutative ring `R`, for example the real or the complex numbers. The hypotheses `ha` and `hb` are the two idempotency conditions; they are assumed, not derived from a self-consistent calculation. The theorem needs neither symmetry nor invertibility of $S$. It concerns exact arithmetic and says nothing about rounding. Self-consistency is not required: spin-up and spin-down density matrices built from orthonormal occupied orbitals meet the conditions whether or not the calculation has converged.

The proof follows the derivation. `sum_exchange` regroups the sum over atoms into a matrix product using `Finset.sum_fiberwise`. `bondOrder_eq_spin_sum` cancels the cross terms with `ring`, and `sum_bondOrder` applies idempotency. The main theorem splits off $B=A$ with `Finset.add_sum_erase`, then combines the equations with `linear_combination`.

`closedShell_valence` sets both spin densities to `D`, so the total density is `D + D`. Its hypothesis `hD` requires `D * S` to be idempotent; equal spin densities alone are not enough. `freeValence_orthonormal` sets the overlap to `1` and rewrites the free valence as a sum of squares; a zero sum of nonnegative terms forces each term to vanish. That sign result is stated only for the orthonormal real case.

`freeValence_witness` places one spin-up electron on atom 0 and one spin-down electron on atom 1, in orbitals with overlap $s$. Direct evaluation of the matrix entries confirms idempotency and gives bond order 0; the main theorem then reduces the free valence of atom 0 to a single spin term, which equals 1. The algebra holds for every real $s$, although two linearly independent normalised orbitals have $|s|<1$. The two contributions to the bond order are $s^2$ and $-s^2$, which shows that the spin term can be negative between atoms in an overlapping basis.
